# Means of the Dirac α matrices: at most 2‖L‖‖S‖ in any unit spinor, and cp_k/E in a free unit eigenvector with E ≠ 0

When the Gaunt term −α₁·α₂/r₁₂ is estimated against the Coulomb repulsion 1/r₁₂, each α matrix is counted as a factor of order v/c, where v is the electron's speed and c the speed of light. The matrix alone does not supply that factor, since each component of α has eigenvalues ±1. For a free electron of definite momentum and energy, the state does: in a unit eigenvector of the free Dirac Hamiltonian with nonzero energy, the mean of α is the velocity divided by c. For a general four-component unit spinor, the results below only bound the mean, through the norms of the upper and lower blocks. The two-electron operator itself is not treated.

## Eigenvalues of order one, means limited by the smaller block

Let n be a real vector with components n_0, n_1, n_2 along x, y, z, and let σ·n be the corresponding combination of Pauli matrices. It is Hermitian, and

(σ·a)(σ·b) + (σ·b)(σ·a) = 2 a·b,

so (σ·n)² = n·n. In the Dirac representation α·n has σ·n in both off-diagonal blocks and zeros on the diagonal. Its trace is therefore zero, and for unit n its square is one.

Write a spinor ψ as an upper block L and a lower block S. Only cross terms survive in ψ†(α·n)ψ, which is the mean of α·n when ψ†ψ = 1:

ψ†(α·n)ψ = L†(σ·n)S + S†(σ·n)L.

For unit n, σ·n preserves lengths, because

‖(σ·n)v‖² = v†(σ·n)²v = ‖v‖².

By Cauchy–Schwarz each cross term is at most ‖L‖‖S‖ in absolute value, hence

|ψ†(α·n)ψ| ≤ 2‖L‖‖S‖.

If S = t(σ·n)L with t ≥ 0, each cross term equals t‖L‖² and ‖S‖ = t‖L‖, so the bound is attained.

## The velocity of a free eigenstate

For momentum p and mass m, let

H = c α·p + β mc²,

where β is +1 on the upper block and −1 on the lower. Since β anticommutes with α·n, the mass term drops out of the anticommutator:

H(α·n) + (α·n)H = 2c p·n.

Take n along axis k and let Hψ = Eψ with ψ†ψ = 1. H is Hermitian and E is real, so H may act to the left or to the right, and

2E ψ†α_kψ = 2c p_k.

For E ≠ 0 this gives

ψ†α_kψ = c p_k/E.

The velocity operator is cα, so its mean is c²p_k/E, the relativistic velocity. For negative E it points against the momentum.

Such eigenvectors can be written down. Suppose E² = c²p² + m²c⁴, and for any two-spinor χ set L = (E + mc²)χ and S = c(σ·p)χ. The upper block of Hψ is

[mc²(E + mc²) + c²p²]χ = E(E + mc²)χ,

and the lower block is

c(E + mc²)(σ·p)χ − mc²·c(σ·p)χ = E c(σ·p)χ.

For unit χ the squared norm of this spinor is 2E(E + mc²). Dividing by the square root normalises it, unless it vanishes, as it does for p = 0 and E = −mc². In the normalised spinor, with c > 0, the bound 2‖L‖‖S‖ equals c|p|/|E|, which is the speed divided by c.

## A superposition that breaks the velocity formula

The eigenvector condition is essential. Take p = 0, mc² ≠ 0 and L = S = (1, 0)/√2. This unit spinor mixes the energies mc² and −mc² equally. Its mean of α_2, the z component, is 1, whereas c p_2/E is 0 for every nonzero E. It is a legitimate vector for the one-particle matrix H, but not a state of a physical free electron, which is built from positive-energy solutions alone.

## Reading the Lean statements

Vectors such as `n` and `p` are functions on `Fin 3`, so k runs over 0, 1, 2. A spinor is a function on `Fin 2 ⊕ Fin 2`, and `Sum.elim L S` assembles it from its blocks. α_k is `alpha (Pi.single k 1)`, and `dirac c m p` is H, with `c` and `m` arbitrary real numbers.

`expect A ψ` is ψ†Aψ without division by ψ†ψ, which is the mean of A when ψ is a unit vector. The bound on ψ†(α·n)ψ holds for spinors of any length, while the velocity theorem assumes `hunit`, that the Euclidean norm `norm2 ψ` is one. The hypothesis `hn` says that n is a unit vector, and `hψ` is the eigenvalue equation. The means are complex numbers, so the equality with a real number also says that the imaginary part vanishes.

Momentum is a fixed vector, not an operator. There is no potential and no dependence on position, so bound orbitals are not covered.

```lean
import Mathlib

open Matrix

namespace DiracVelocity

noncomputable section

/-- The Pauli matrix `σ·n` along a real vector `n`. -/
def sigma (n : Fin 3 → ℝ) : Matrix (Fin 2) (Fin 2) ℂ :=
  !![(n 2 : ℂ), n 0 - n 1 * Complex.I; n 0 + n 1 * Complex.I, -(n 2 : ℂ)]

/-- The Dirac matrix `α·n` in the Dirac representation; `α_k` is the case where `n` is the
`k`-th coordinate vector. -/
def alpha (n : Fin 3 → ℝ) : Matrix (Fin 2 ⊕ Fin 2) (Fin 2 ⊕ Fin 2) ℂ :=
  fromBlocks 0 (sigma n) (sigma n) 0

/-- The Dirac matrix `β`, with `+1` on the upper block and `-1` on the lower block. -/
def beta : Matrix (Fin 2 ⊕ Fin 2) (Fin 2 ⊕ Fin 2) ℂ := fromBlocks 1 0 0 (-1)

/-- The free Dirac Hamiltonian `c α·p + β m c²` at momentum `p`. -/
def dirac (c m : ℝ) (p : Fin 3 → ℝ) : Matrix (Fin 2 ⊕ Fin 2) (Fin 2 ⊕ Fin 2) ℂ :=
  (c : ℂ) • alpha p + ((m * c ^ 2 : ℝ) : ℂ) • beta

/-- The matrix element `⟨ψ, A ψ⟩`. -/
def expect (A : Matrix (Fin 2 ⊕ Fin 2) (Fin 2 ⊕ Fin 2) ℂ) (ψ : Fin 2 ⊕ Fin 2 → ℂ) : ℂ :=
  star ψ ⬝ᵥ A *ᵥ ψ

/-- The Euclidean norm of a complex column vector. -/
def norm2 {ι : Type} [Fintype ι] (v : ι → ℂ) : ℝ := ‖WithLp.toLp 2 v‖

/-- The matrix `σ·n` is Hermitian and its square is `n·n` times the identity. -/
theorem sigma_hermitian_sq (n : Fin 3 → ℝ) :
    (sigma n)ᴴ = sigma n ∧ sigma n * sigma n = ((n ⬝ᵥ n : ℝ) : ℂ) • 1 := by
  constructor
  · ext i j
    fin_cases i <;> fin_cases j <;> apply Complex.ext <;> simp [sigma]
  · ext i j
    fin_cases i <;> fin_cases j <;> apply Complex.ext <;>
      simp [sigma, Matrix.mul_apply, dotProduct, Fin.sum_univ_succ] <;> ring

/-- For a real unit vector `n`, the matrix `α·n` is traceless and squares to one. -/
theorem alpha_traceless_sq (n : Fin 3 → ℝ) (hn : n ⬝ᵥ n = 1) :
    (alpha n).trace = 0 ∧ alpha n * alpha n = 1 := by
  constructor
  · simp [alpha, Matrix.trace, Fintype.sum_sum_type]
  · simp [alpha, fromBlocks_multiply, (sigma_hermitian_sq n).2, hn]

/-- The product `v†v` is the squared norm of `v`. -/
theorem star_dotProduct_self {ι : Type} [Fintype ι] (v : ι → ℂ) :
    star v ⬝ᵥ v = ((norm2 v ^ 2 : ℝ) : ℂ) := by
  simp [norm2, dotProduct, EuclideanSpace.norm_sq_eq, Complex.conj_mul']

/-- For a real unit vector `n`, the matrix `σ·n` preserves the norm of a two-spinor. -/
theorem norm2_sigma (n : Fin 3 → ℝ) (hn : n ⬝ᵥ n = 1) (v : Fin 2 → ℂ) :
    norm2 (sigma n *ᵥ v) = norm2 v := by
  have h : ((norm2 (sigma n *ᵥ v) ^ 2 : ℝ) : ℂ) = ((norm2 v ^ 2 : ℝ) : ℂ) := by
    rw [← star_dotProduct_self, ← star_dotProduct_self, star_mulVec,
      (sigma_hermitian_sq n).1, ← dotProduct_mulVec, mulVec_mulVec,
      (sigma_hermitian_sq n).2, hn, Complex.ofReal_one, one_smul, one_mulVec]
  exact (sq_eq_sq₀ (norm_nonneg _) (norm_nonneg _)).mp (Complex.ofReal_injective h)

/-- For the spinor `ψ` with upper block `L` and lower block `S`, the matrix element `⟨ψ, (α·n) ψ⟩`
consists of the two cross terms between the blocks. -/
theorem expect_alpha (n : Fin 3 → ℝ) (L S : Fin 2 → ℂ) :
    expect (alpha n) (Sum.elim L S) =
      star L ⬝ᵥ sigma n *ᵥ S + star S ⬝ᵥ sigma n *ᵥ L := by
  unfold expect alpha
  rw [fromBlocks_mulVec]
  simp [dotProduct, Fintype.sum_sum_type]

/-- For a real unit vector `n` and any spinor `ψ` with blocks `L` and `S`, normalised or not, the
matrix element `⟨ψ, (α·n) ψ⟩` is at most `2 ‖L‖ ‖S‖` in absolute value. -/
theorem norm_expect_alpha_le (n : Fin 3 → ℝ) (hn : n ⬝ᵥ n = 1) (L S : Fin 2 → ℂ) :
    ‖expect (alpha n) (Sum.elim L S)‖ ≤ 2 * norm2 L * norm2 S := by
  -- Cauchy-Schwarz, with `σ·n` preserving the norm
  have cs : ∀ x y : Fin 2 → ℂ, ‖star x ⬝ᵥ sigma n *ᵥ y‖ ≤ norm2 x * norm2 y := by
    intro x y
    have h := norm_inner_le_norm (𝕜 := ℂ) (WithLp.toLp 2 x) (WithLp.toLp 2 (sigma n *ᵥ y))
    rw [EuclideanSpace.inner_eq_star_dotProduct, dotProduct_comm] at h
    rw [← norm2_sigma n hn y]
    exact h
  rw [expect_alpha]
  have h := norm_add_le (star L ⬝ᵥ sigma n *ᵥ S) (star S ⬝ᵥ sigma n *ᵥ L)
  linarith [cs L S, cs S L, mul_comm (norm2 S) (norm2 L)]

/-- The bound is attained: for a real unit vector `n` and `t ≥ 0`, the spinor `ψ` with upper block
`L` and lower block `S = t (σ·n) L` has `⟨ψ, (α·n) ψ⟩` equal to `2 ‖L‖ ‖S‖`. -/
theorem expect_alpha_saturated (n : Fin 3 → ℝ) (hn : n ⬝ᵥ n = 1) (L : Fin 2 → ℂ)
    (t : ℝ) (ht : 0 ≤ t) :
    expect (alpha n) (Sum.elim L ((t : ℂ) • sigma n *ᵥ L)) =
      ((2 * norm2 L * norm2 ((t : ℂ) • sigma n *ᵥ L) : ℝ) : ℂ) := by
  have hS : norm2 ((t : ℂ) • sigma n *ᵥ L) = t * norm2 L := by
    rw [← norm2_sigma n hn L]
    unfold norm2
    rw [WithLp.toLp_smul, norm_smul, Complex.norm_real, Real.norm_of_nonneg ht]
  have h2 : sigma n *ᵥ (sigma n *ᵥ L) = L := by
    rw [mulVec_mulVec, (sigma_hermitian_sq n).2, hn, Complex.ofReal_one, one_smul, one_mulVec]
  have hstar : star (t : ℂ) = t := Complex.conj_ofReal t
  rw [hS, expect_alpha, mulVec_smul, h2, star_smul, hstar, smul_dotProduct, dotProduct_smul,
    star_dotProduct_self, star_dotProduct_self, norm2_sigma n hn]
  simp only [smul_eq_mul]
  push_cast
  ring

/-- The anticommutator of the free Dirac Hamiltonian with `α·n` is the number `2 c p·n`. -/
theorem dirac_anticomm (c m : ℝ) (p n : Fin 3 → ℝ) :
    dirac c m p * alpha n + alpha n * dirac c m p = ((2 * c * (p ⬝ᵥ n) : ℝ) : ℂ) • 1 := by
  have hs : sigma p * sigma n + sigma n * sigma p = ((2 * (p ⬝ᵥ n) : ℝ) : ℂ) • 1 := by
    ext i j
    fin_cases i <;> fin_cases j <;> apply Complex.ext <;>
      simp [sigma, dotProduct, Fin.sum_univ_succ] <;> ring
  have ha : alpha p * alpha n + alpha n * alpha p = ((2 * (p ⬝ᵥ n) : ℝ) : ℂ) • 1 := by
    rw [← fromBlocks_one, fromBlocks_smul]
    simp only [alpha, fromBlocks_multiply, fromBlocks_add, Matrix.zero_mul, Matrix.mul_zero,
      zero_add, add_zero, smul_zero, hs]
  -- the mass term drops out because `β` anticommutes with `α·n`
  have hb : beta * alpha n + alpha n * beta = 0 := by
    simp [alpha, beta, fromBlocks_multiply, fromBlocks_add]
  calc dirac c m p * alpha n + alpha n * dirac c m p
      = (c : ℂ) • (alpha p * alpha n + alpha n * alpha p)
        + ((m * c ^ 2 : ℝ) : ℂ) • (beta * alpha n + alpha n * beta) := by
        simp only [dirac, add_mul, mul_add, smul_mul_assoc, mul_smul_comm, smul_add]
        abel
    _ = ((2 * c * (p ⬝ᵥ n) : ℝ) : ℂ) • 1 := by
        rw [ha, hb, smul_zero, add_zero, smul_smul]
        congr 1
        push_cast
        ring

/-- In a unit eigenvector of the free Dirac Hamiltonian with nonzero eigenvalue `E`, the mean
of `α_k` is `c p_k / E`. -/
theorem expect_alpha_eigenvector (c m E : ℝ) (p : Fin 3 → ℝ) (ψ : Fin 2 ⊕ Fin 2 → ℂ)
    (hE : E ≠ 0) (hunit : norm2 ψ = 1) (hψ : dirac c m p *ᵥ ψ = (E : ℂ) • ψ) (k : Fin 3) :
    expect (alpha (Pi.single k 1)) ψ = ((c * p k / E : ℝ) : ℂ) := by
  have hH : (dirac c m p)ᴴ = dirac c m p := by
    simp [dirac, alpha, beta, fromBlocks_conjTranspose, (sigma_hermitian_sq p).1]
  have hstar : star (E : ℂ) = E := Complex.conj_ofReal E
  -- the Hamiltonian acts to the left with the same eigenvalue
  have hleft : star ψ ᵥ* dirac c m p = (E : ℂ) • star ψ := by
    have h := star_mulVec (dirac c m p) ψ
    rw [hψ, hH, star_smul, hstar] at h
    exact h.symm
  have hp : p ⬝ᵥ Pi.single k 1 = p k := by simp
  -- mean of the anticommutator
  have key := congrArg (fun A => star ψ ⬝ᵥ A *ᵥ ψ) (dirac_anticomm c m p (Pi.single k 1))
  simp only [add_mulVec, dotProduct_add, ← mulVec_mulVec, hψ, mulVec_smul, dotProduct_smul,
    smul_mulVec, one_mulVec] at key
  rw [dotProduct_mulVec (star ψ) (dirac c m p), hleft, smul_dotProduct,
    star_dotProduct_self, hunit, hp] at key
  simp only [smul_eq_mul] at key
  push_cast at key
  have hE' : (E : ℂ) ≠ 0 := Complex.ofReal_ne_zero.mpr hE
  unfold expect
  push_cast
  rw [eq_div_iff hE']
  linear_combination key / 2

/-- If `E² = c² p² + (m c²)²`, the spinor with blocks `(E + m c²) χ` and `c (σ·p) χ` satisfies
the free Dirac equation with energy `E`, for every two-spinor `χ`. -/
theorem dirac_free_spinor (c m E : ℝ) (p : Fin 3 → ℝ) (χ : Fin 2 → ℂ)
    (hE : E ^ 2 = c ^ 2 * (p ⬝ᵥ p) + (m * c ^ 2) ^ 2) :
    dirac c m p *ᵥ Sum.elim (((E + m * c ^ 2 : ℝ) : ℂ) • χ) ((c : ℂ) • sigma p *ᵥ χ) =
      (E : ℂ) • Sum.elim (((E + m * c ^ 2 : ℝ) : ℂ) • χ) ((c : ℂ) • sigma p *ᵥ χ) := by
  have hs : sigma p *ᵥ (sigma p *ᵥ χ) = ((p ⬝ᵥ p : ℝ) : ℂ) • χ := by
    rw [mulVec_mulVec, (sigma_hermitian_sq p).2, smul_mulVec, one_mulVec]
  have hE' : (E : ℂ) ^ 2 = (c : ℂ) ^ 2 * ((p ⬝ᵥ p : ℝ) : ℂ) + ((m : ℂ) * (c : ℂ) ^ 2) ^ 2 := by
    exact_mod_cast hE
  simp only [dirac, alpha, beta, add_mulVec, smul_mulVec, fromBlocks_mulVec,
    Sum.elim_comp_inl, Sum.elim_comp_inr, zero_mulVec, one_mulVec, neg_mulVec, mulVec_smul,
    hs]
  funext i
  rcases i with i | i
  · simp only [Pi.add_apply, Pi.smul_apply, Pi.zero_apply, Sum.elim_inl, smul_eq_mul,
      Complex.ofReal_add,
      Complex.ofReal_mul, Complex.ofReal_pow]
    linear_combination (-χ i) * hE'
  · simp only [Pi.add_apply, Pi.smul_apply, Pi.neg_apply, Pi.zero_apply, Sum.elim_inr, smul_eq_mul,
      Complex.ofReal_add, Complex.ofReal_mul, Complex.ofReal_pow]
    ring

end

end DiracVelocity
```

```lean
#print axioms DiracVelocity.norm_expect_alpha_le
#print axioms DiracVelocity.expect_alpha_saturated
#print axioms DiracVelocity.expect_alpha_eigenvector
#print axioms DiracVelocity.dirac_free_spinor
```

```
'DiracVelocity.norm_expect_alpha_le' depends on axioms: [propext, Classical.choice, Quot.sound]
'DiracVelocity.expect_alpha_saturated' depends on axioms: [propext, Classical.choice, Quot.sound]
'DiracVelocity.expect_alpha_eigenvector' depends on axioms: [propext, Classical.choice, Quot.sound]
'DiracVelocity.dirac_free_spinor' depends on axioms: [propext, Classical.choice, Quot.sound]
```

## From Pauli algebra to the bound

`sigma_hermitian_sq` checks the Pauli identities entry by entry, comparing real and imaginary parts. `alpha_traceless_sq` reads the zero trace off the vanishing diagonal blocks and obtains the square of α·n from that of σ·n by block multiplication.

`star_dotProduct_self` identifies v†v with the squared norm. `norm2_sigma` uses it to compare the squared lengths of (σ·n)v and v, and then removes the squares because norms are non-negative. `expect_alpha` isolates the two cross terms.

In `norm_expect_alpha_le`, the local statement `cs` is Cauchy–Schwarz for one cross term; the triangle inequality and `linarith` combine the two. `expect_alpha_saturated` computes ‖S‖ = t‖L‖ in `hS` and (σ·n)²L = L in `h2`, then substitutes both.

## From the anticommutator to the velocity

`dirac_anticomm` proceeds in three stages: `hs` is the Pauli anticommutator, `ha` its version for α, and `hb` the cancellation of the mass term. The `calc` block adds them with their coefficients.

In `expect_alpha_eigenvector`, `hH` proves that H is Hermitian and `hleft` lets it act to the left with eigenvalue E. `key` is the mean of the anticommutator, which the rewriting turns into 2E ψ†α_kψ = 2c p_k. After `eq_div_iff` has cleared the denominator, `linear_combination key / 2` finishes.

`dirac_free_spinor` treats the blocks separately. The upper one needs the energy relation, supplied through `hE'`; the lower one is an algebraic identity closed by `ring`.
